# J does not label the multiplets of four fermions in a j = 7/2 shell uniquely

## Two states under one label

Suppose that a calculation in jj coupling refers to "the" state of $(7/2)^4$ with $J=2$, $M=0$. Two linearly independent states fit that description. A matrix element or a jj–LS transformation coefficient quoted for this label is therefore in general ambiguous until a further label or an explicit choice of basis is given. Some quantities escape this: the expectation values of $J^2$ and $J_z$, for instance, are the same for every normalised state with these $J$ and $M$. The same happens at $J=4$. For a single shell of equivalent fermions with $j\le 7/2$, this is the only occupation at which $J$ fails to tell the multiplets apart.

## Occupations and ladders

A shell with angular momentum $j$ has $2j+1$ orbitals. Write $N=2j$ and number the orbitals $k=0,\dots,N$, so that orbital $k$ has $m=k-N/2$. By the Pauli principle, a determinantal state of $n$ fermions is a choice of $n$ different orbitals, and its total magnetic quantum number $M$ is the sum of their $m$ values. Let $c(M)$ be the number of such choices.

A multiplet of total angular momentum $J$ contributes one state for each $M=-J,-J+1,\dots,J$. The multiplets of the shell must together reproduce $c(M)$ for every $M$.

## The statement in Lean

The file doubles all angular momenta to keep them integers: `N` is $2j$, `T` is $2M$ and `t` is $2J$.

- `twoM N s` is $2M$ for the set `s` of occupied orbitals.
- `stateCount N n T` is $c(M)$ for $n$ fermions.
- `InMultiplet t T` says that the ladder of $J$ contains $M$: $|M|\le J$, with $J-M$ an integer.
- `IsContent N n S` says that the multiset `S` of values $2J$ reproduces every count. A multiset records repetitions, which are what matters here.

The theorem `sevenHalf_four` says that `S` is a content of $(7/2)^4$ if and only if it is $\{0,4,4,8,8,10,12,16\}$, that is, $J=0,2,2,4,4,5,6,8$. The theorem `labels_unique_iff` says that, for $N\le 7$ and any $n$, a content has no repeated value (`S.Nodup`) if and only if $(N,n)\ne(7,4)$.

The definition of content rests on counting alone. No angular momentum operators or wave functions are constructed, and that the true multiplets satisfy `IsContent` is the standard decomposition into ladders described above. In `labels_unique_iff` the content is a hypothesis; the file exhibits one explicitly for $(7/2)^3$ and $(7/2)^4$. Even `N`, meaning integer $j$, is included, although the total angular momentum of a single electron is always half-integer.

## Multiplicities from differences

A ladder that contains $M=J$ belongs to an angular momentum $J'\ge J$. It also contains $M=J+1$ unless $J'=J$. Subtracting the two counts leaves exactly the ladders that end at $J$:

$$\text{multiplicity of } J = c(J)-c(J+1).$$

The counts therefore determine the multiplets.

To find the counts for $(7/2)^4$, start from the highest occupation $k=4,5,6,7$, which has $M=8$. Any other occupation arises by lowering these four fermions, the lowest one by the most, each by at most 4 steps. Hence $c(M)$ is the number of partitions of $8-M$ into at most four parts, each at most 4:

| $M$ | partitions of $8-M$ | $c(M)$ |
|---|---|---|
| 8 | empty | 1 |
| 7 | 1 | 1 |
| 6 | 2, 11 | 2 |
| 5 | 3, 21, 111 | 3 |
| 4 | 4, 31, 22, 211, 1111 | 5 |
| 3 | 41, 32, 311, 221, 2111 | 5 |
| 2 | 42, 411, 33, 321, 3111, 222, 2211 | 7 |
| 1 | 43, 421, 4111, 331, 322, 3211, 2221 | 7 |
| 0 | 44, 431, 422, 4211, 332, 3311, 3221, 2222 | 8 |

With $c(9)=0$, the differences for $J=0,\dots,8$ are $1,0,2,0,2,1,1,0,1$. The dimensions add up correctly: $1+5+5+9+9+11+13+17=70=\binom{8}{4}$.

## The other shells up to j = 7/2

Exchanging occupied and empty orbitals turns $M$ into $-M$, and $c(-M)=c(M)$ by reflecting $k\to N-k$. So $n$ and $N+1-n$ fermions have the same multiplets, and $n\le (N+1)/2$ suffices. More than $N+1$ fermions have no states and hence no multiplets.

For $n=0$ the only multiplet is $J=0$, and for $n=1$ it is $J=j$. For $n=2$ the highest $M$ is $2j-1$, and for $0\le M\le 2j-1$ the partitions of $2j-1-M$ into at most two parts number $\lfloor(2j-1-M)/2\rfloor+1$. The differences are alternately 1 and 0, so $J=2j-1,2j-3,\dots$ each occur once.

Apart from $(7/2)^4$, this leaves $n=3$ with $N=5,6,7$. Here the parts are at most three in number and each at most $N-2$. Counting downwards from the highest $M$ gives:

| $N$ | highest $M$ | $c(M)$ down to $M=1/2$ or $0$ | $J$ |
|---|---|---|---|
| 5 | 9/2 | 1, 1, 2, 3, 3 | 3/2, 5/2, 9/2 |
| 6 | 6 | 1, 1, 2, 3, 4, 4, 5 | 0, 2, 3, 4, 6 |
| 7 | 15/2 | 1, 1, 2, 3, 4, 5, 6, 6 | 3/2, 5/2, 7/2, 9/2, 11/2, 15/2 |

No value is repeated in any of them.

## The complete Lean file

```lean
import Mathlib

open Finset

namespace JJShellLabelling

/-- Twice the total magnetic quantum number of a set of occupied orbitals in a shell with
`2j = N`; orbital `k = 0, ..., N` has `2m = 2k - N`. -/
def twoM (N : ℕ) (s : Finset (Fin (N + 1))) : ℤ :=
  ∑ k ∈ s, (2 * (k.val : ℤ) - N)

/-- The number of ways to place `n` fermions in a shell with `2j = N` so that `2M = T`. -/
def stateCount (N n : ℕ) (T : ℤ) : ℕ :=
  ((powersetCard n (univ : Finset (Fin (N + 1)))).filter (fun s => twoM N s = T)).card

/-- A multiplet with `2J = t` has a state with `2M = T`: `M` runs from `-J` to `J` in
steps of one. -/
abbrev InMultiplet (t : ℕ) (T : ℤ) : Prop :=
  -(t : ℤ) ≤ T ∧ T ≤ (t : ℤ) ∧ ((t : ℤ) - T) % 2 = 0

/-- The multiset `S` of values `2J` is a multiplet content of `n` fermions in a shell with
`2j = N`: its multiplets together have the right number of states for every `M`. -/
def IsContent (N n : ℕ) (S : Multiset ℕ) : Prop :=
  ∀ T : ℤ, stateCount N n T = S.countP (fun t => InMultiplet t T)

/-- The number of multiplets with angular momentum `J = t/2` is the number of states with
`M = J` minus the number with `M = J + 1`. -/
theorem count_eq_sub {N n : ℕ} {S : Multiset ℕ} (h : IsContent N n S) (t : ℕ) :
    (S.count t : ℤ) = (stateCount N n (t : ℤ) : ℤ) - stateCount N n ((t : ℤ) + 2) := by
  -- a ladder reaching M = J either stops there or also reaches M = J + 1
  have key : ∀ R : Multiset ℕ, R.countP (fun a => InMultiplet a (t : ℤ)) =
      R.count t + R.countP (fun a => InMultiplet a ((t : ℤ) + 2)) := by
    intro R
    induction R using Multiset.induction_on with
    | empty => simp
    | cons a R ih =>
      rw [Multiset.countP_cons, Multiset.countP_cons, Multiset.count_cons, ih]
      unfold InMultiplet
      split_ifs <;> omega
  have h1 := h (t : ℤ)
  have h2 := h ((t : ℤ) + 2)
  have h3 := key S
  omega

/-- The numbers of states for all `M` determine the multiplet content. -/
theorem content_unique {N n : ℕ} {S R : Multiset ℕ}
    (hS : IsContent N n S) (hR : IsContent N n R) : S = R := by
  refine Multiset.ext.2 fun t => ?_
  have h1 := count_eq_sub hS t
  have h2 := count_eq_sub hR t
  omega

/-- If all states and all proposed multiplets have `2|M|` at most `B`, it suffices to compare
the numbers of states in that range. -/
theorem isContent_of_check {N n : ℕ} {S : Multiset ℕ} (B : ℕ)
    (hs : ∀ s ∈ powersetCard n (univ : Finset (Fin (N + 1))),
      twoM N s ∈ Icc (-(B : ℤ)) (B : ℤ))
    (hS : ∀ t ∈ S, t ≤ B)
    (h : ∀ T ∈ Icc (-(B : ℤ)) (B : ℤ),
      stateCount N n T = S.countP (fun t => InMultiplet t T)) :
    IsContent N n S := by
  intro T
  by_cases hT : T ∈ Icc (-(B : ℤ)) (B : ℤ)
  · exact h T hT
  · -- outside the range both sides vanish
    have h1 : stateCount N n T = 0 := by
      rw [stateCount, card_eq_zero, filter_eq_empty_iff]
      intro s hmem e
      apply hT
      rw [← e]
      exact hs s hmem
    have h2 : S.countP (fun t => InMultiplet t T) = 0 := by
      rw [Multiset.countP_eq_zero]
      intro t ht hp
      obtain ⟨ha, hb, _⟩ := hp
      have hc := hS t ht
      exact hT (mem_Icc.2 ⟨by omega, by omega⟩)
    rw [h1, h2]

/-- For four fermions in the `j = 7/2` shell, the differences between the numbers of states
with `M = J` and `M = J + 1` are 1, 0, 2, 0, 2, 1, 1, 0, 1 for `J = 0, ..., 8`. -/
theorem sevenHalf_four_differences :
    (List.range 9).map (fun J : ℕ =>
      (stateCount 7 4 (2 * (J : ℤ)) : ℤ) - stateCount 7 4 (2 * (J : ℤ) + 2)) =
      [1, 0, 2, 0, 2, 1, 1, 0, 1] := by
  decide +kernel

/-- The multiplets of four fermions in the `j = 7/2` shell are exactly
`J = 0, 2, 2, 4, 4, 5, 6, 8`. -/
theorem sevenHalf_four (S : Multiset ℕ) :
    IsContent 7 4 S ↔ S = {0, 4, 4, 8, 8, 10, 12, 16} := by
  have h : IsContent 7 4 {0, 4, 4, 8, 8, 10, 12, 16} :=
    isContent_of_check 16 (by decide +kernel) (by decide +kernel) (by decide +kernel)
  constructor
  · intro hS
    exact content_unique hS h
  · rintro rfl
    exact h

/-- Three fermions in the `j = 7/2` shell have the multiplets
`J = 3/2, 5/2, 7/2, 9/2, 11/2, 15/2`, each once. -/
theorem sevenHalf_three_witness : IsContent 7 3 {3, 5, 7, 9, 11, 15} :=
  isContent_of_check 15 (by decide +kernel) (by decide +kernel) (by decide +kernel)

/-- For shells with `j ≤ 7/2` and any number of fermions, no value of `J` is repeated
except for four fermions in the `j = 7/2` shell, where some value is. -/
theorem labels_unique_iff {N n : ℕ} {S : Multiset ℕ} (hN : N ≤ 7) (h : IsContent N n S) :
    S.Nodup ↔ ¬(N = 7 ∧ n = 4) := by
  constructor
  · rintro hnd ⟨rfl, rfl⟩
    rw [(sevenHalf_four S).1 h] at hnd
    exact absurd hnd (by decide)
  · intro hne
    -- no occupation of these shells exceeds 2M = 16
    have b : ∀ N ∈ range 8, ∀ s : Finset (Fin (N + 1)), twoM N s ≤ 16 := by
      decide +kernel
    -- except for four fermions in the j = 7/2 shell, the number of states drops by at most
    -- one from M to M + 1, for 2M = 0, ..., 16 and at most 8 fermions
    have d : ∀ N ∈ range 8, ∀ n ∈ range 9, ∀ t ∈ range 17, ¬(N = 7 ∧ n = 4) →
        stateCount N n (t : ℤ) ≤ stateCount N n ((t : ℤ) + 2) + 1 := by
      decide +kernel
    refine Multiset.nodup_iff_count_le_one.2 fun t => ?_
    have e := count_eq_sub h t
    have hN' : N ∈ range 8 := mem_range.2 (by omega)
    by_cases ht : t ≤ 16
    · by_cases hn : n ≤ 8
      · have hd := d N hN' n (mem_range.2 (by omega)) t (mem_range.2 (by omega)) hne
        omega
      · -- more fermions than orbitals: there are no states
        have z : stateCount N n (t : ℤ) = 0 := by
          unfold stateCount
          rw [powersetCard_eq_empty.2 (by rw [card_univ, Fintype.card_fin]; omega)]
          simp
        omega
    · have z : stateCount N n (t : ℤ) = 0 := by
        rw [stateCount, card_eq_zero, filter_eq_empty_iff]
        intro s _ es
        have hb := b N hN' s
        omega
      omega

end JJShellLabelling
```

```lean
#print axioms JJShellLabelling.sevenHalf_four_differences
-- 'JJShellLabelling.sevenHalf_four_differences' depends on axioms: [propext, Classical.choice, Quot.sound]
#print axioms JJShellLabelling.labels_unique_iff
-- 'JJShellLabelling.labels_unique_iff' depends on axioms: [propext, Classical.choice, Quot.sound]
```

## How the proof follows the counting

**Differences.** `count_eq_sub` is the multiplicity formula, for any shell and any occupation. Its inner statement `key` says that the ladders containing $M=J$ are those ending there together with those that also contain $M=J+1$. Induction on the multiset adds one ladder at a time; `split_ifs` separates the cases of which states the new ladder contains, and `omega` settles the integer inequalities and parities. The result is stated in the integers, where the subtraction is the ordinary one.

**Uniqueness.** `content_unique` applies this formula to two contents of the same shell. Every value of $2J$ has the same multiplicity in both, so the multisets are equal.

**Reduction to finitely many M.** `IsContent` quantifies over all integers `T`. The lemma `isContent_of_check` takes a bound `B` on $2|M|$ for all occupations and on $2J$ for all proposed multiplets. Outside the bound both counts vanish, so only the values inside it need comparison.

**The two explicit contents.** In `sevenHalf_four`, the bound is 16, and three calls of `decide +kernel` verify the bound on the occupations, the bound on the proposed multiplets and the agreement of the counts. This gives existence; `content_unique` gives the other direction. `sevenHalf_three_witness` does the same check for $(7/2)^3$ with bound 15, and `sevenHalf_four_differences` evaluates the nine differences directly.

**The classification.** For one direction of `labels_unique_iff`, a content of $(7/2)^4$ must be the multiset already found, which has repetitions. For the other, the proof computes over all shells at once and does not use the symmetry between occupied and empty orbitals. The fact `b` bounds $2M$ by 16 for every occupation. The fact `d` says that, away from $(7/2)^4$, the count falls by at most one from $M$ to $M+1$, for $2M=0,\dots,16$ and $n\le 8$. By `count_eq_sub`, each multiplicity is then at most one. The remaining cases, $2J>16$ or $n>8$, have no states at $M=J$, so the multiplicity is zero.
